# Entry (m, n) of the k-th power of a tridiagonal matrix survives truncation to the leading N by N block when m + n + k < 2N

Cut the symmetric matrix $\begin{pmatrix} a & b\\ b & d\end{pmatrix}$ down to its first entry and square it: the result is $a^2$, whereas the first entry of the full square is $a^2+b^2$. The missing $b^2$ belongs to the walk $0\to1\to0$, which steps onto the discarded index and comes back, and for larger tridiagonal matrices too the truncation error comes from walks that visit discarded indices.

```lean
import Mathlib

namespace DVRTruncation

variable {M N : ℕ}

/-- A matrix is tridiagonal if it connects only equal or neighbouring basis indices. -/
def IsTridiagonal (X : Matrix (Fin M) (Fin M) ℝ) : Prop :=
  ∀ i j : Fin M, (i : ℕ) + 1 < j ∨ (j : ℕ) + 1 < i → X i j = 0

/-- The position matrix in the truncated basis: the leading `N` by `N` block of `X`. -/
def truncate (X : Matrix (Fin M) (Fin M) ℝ) (h : N < M) : Matrix (Fin N) (Fin N) ℝ :=
  X.submatrix (Fin.castLE h.le) (Fin.castLE h.le)

/-- The coupling `X_(i,i+1)` between neighbouring basis functions, set to zero when
`i + 1` lies outside the basis. -/
def coupling (X : Matrix (Fin M) (Fin M) ℝ) (i : ℕ) : ℝ :=
  if h : i + 1 < M then X ⟨i, by omega⟩ ⟨i + 1, h⟩ else 0

/-- The entry of `X` just above the diagonal is the coupling. -/
lemma apply_eq_coupling (X : Matrix (Fin M) (Fin M) ℝ) {i j : Fin M}
    (h : (i : ℕ) + 1 = j) : X i j = coupling X i := by
  have hij : (i : ℕ) + 1 < M := by
    have := j.isLt
    omega
  have e : j = ⟨(i : ℕ) + 1, hij⟩ := Fin.ext h.symm
  unfold coupling
  rw [dif_pos hij]
  exact congrArg (X i) e

/-- The `k`-th power of a tridiagonal matrix does not raise the basis index by more than `k`. -/
theorem pow_apply_eq_zero {X : Matrix (Fin M) (Fin M) ℝ} (hX : IsTridiagonal X)
    (m n : Fin M) (k : ℕ) (hk : (m : ℕ) + k < n) : (X ^ k) m n = 0 := by
  induction k generalizing n with
  | zero =>
    have hne : m ≠ n := fun e => by
      rw [e] at hk
      omega
    rw [pow_zero, Matrix.one_apply_ne hne]
  | succ k ih =>
    rw [pow_succ, Matrix.mul_apply]
    refine Finset.sum_eq_zero fun j _ => ?_
    by_cases hj : (m : ℕ) + k < j
    · rw [ih j hj, zero_mul]
    · rw [hX j n (Or.inl (by omega)), mul_zero]

/-- For a tridiagonal matrix, the element of `X^k` that raises the index by exactly `k` is
the product of the couplings passed on the way. -/
theorem pow_apply_eq_prod {X : Matrix (Fin M) (Fin M) ℝ} (hX : IsTridiagonal X)
    (m n : Fin M) (k : ℕ) (hn : (m : ℕ) + k = n) :
    (X ^ k) m n = ∏ i ∈ Finset.Ico (m : ℕ) n, coupling X i := by
  induction k generalizing n with
  | zero =>
    have e : n = m := Fin.ext (by omega)
    rw [e]
    simp
  | succ k ih =>
    have hlt : (m : ℕ) + k < M := by
      have := n.isLt
      omega
    have hc : X ⟨(m : ℕ) + k, hlt⟩ n = coupling X ((m : ℕ) + k) :=
      apply_eq_coupling X (by change (m : ℕ) + k + 1 = n; omega)
    -- only the intermediate index m + k contributes
    rw [pow_succ, Matrix.mul_apply, Finset.sum_eq_single (⟨(m : ℕ) + k, hlt⟩ : Fin M)]
    · rw [ih ⟨(m : ℕ) + k, hlt⟩ rfl, hc, ← hn]
      exact (Finset.prod_Ico_succ_top (Nat.le_add_right _ _) _).symm
    · intro j _ hj
      have hne : (j : ℕ) ≠ (m : ℕ) + k := fun e => hj (Fin.ext e)
      rcases lt_or_gt_of_ne hne with h | h
      · rw [hX j n (Or.inl (by omega)), mul_zero]
      · rw [pow_apply_eq_zero hX m j k h, zero_mul]
    · intro h
      exact absurd (Finset.mem_univ _) h

/-- A sum over the full basis whose terms vanish beyond index `N` is the sum over the
truncated basis plus the term of the first discarded function. -/
lemma sum_split (h : N < M) (f : Fin M → ℝ) (hf : ∀ j : Fin M, N < (j : ℕ) → f j = 0) :
    ∑ j, f j = ∑ j : Fin N, f (Fin.castLE h.le j) + f ⟨N, h⟩ := by
  obtain ⟨d, rfl⟩ : ∃ d, M = N + (d + 1) := ⟨M - N - 1, by omega⟩
  have e : Fin.natAdd N (0 : Fin (d + 1)) = ⟨N, h⟩ := Fin.ext (by simp)
  have z : ∑ i : Fin d, f (Fin.natAdd N i.succ) = 0 :=
    Finset.sum_eq_zero fun i _ => hf _ (by simp)
  rw [Fin.sum_univ_add, Fin.sum_univ_succ, z, e, add_zero]
  rfl

/-- For a tridiagonal matrix, the truncation error of the next power is the old error
propagated in the truncated basis plus a source from the first discarded function. -/
theorem error_recursion {X : Matrix (Fin M) (Fin M) ℝ} (hX : IsTridiagonal X) (h : N < M)
    (m n : Fin N) (k : ℕ) :
    (X ^ (k + 1)) (Fin.castLE h.le m) (Fin.castLE h.le n) - (truncate X h ^ (k + 1)) m n =
      ∑ j : Fin N, ((X ^ k) (Fin.castLE h.le m) (Fin.castLE h.le j)
        - (truncate X h ^ k) m j) * X (Fin.castLE h.le j) (Fin.castLE h.le n)
      + (X ^ k) (Fin.castLE h.le m) ⟨N, h⟩ * X ⟨N, h⟩ (Fin.castLE h.le n) := by
  have ht : ∀ j, truncate X h j n = X (Fin.castLE h.le j) (Fin.castLE h.le n) :=
    fun _ => rfl
  rw [pow_succ, pow_succ, Matrix.mul_apply, Matrix.mul_apply, sum_split h]
  · simp only [ht, sub_mul, Finset.sum_sub_distrib]
    ring
  · intro j hj
    rw [hX j _ (Or.inr (by change (n : ℕ) + 1 < j; omega)), mul_zero]

/-- Powers of a tridiagonal matrix may be computed in the truncated basis: the elements
`m, n` of `X^k` and of `X_N^k` agree whenever `m + n + k < 2N`. -/
theorem truncation_exact {X : Matrix (Fin M) (Fin M) ℝ} (hX : IsTridiagonal X) (h : N < M)
    (m n : Fin N) (k : ℕ) (hk : (m : ℕ) + n + k < 2 * N) :
    (X ^ k) (Fin.castLE h.le m) (Fin.castLE h.le n) = (truncate X h ^ k) m n := by
  induction k generalizing n with
  | zero => simp [Matrix.one_apply, Fin.ext_iff]
  | succ k ih =>
    rw [← sub_eq_zero, error_recursion hX h, Finset.sum_eq_zero, zero_add]
    · -- the source needs n = N - 1 and a path from m up to N
      by_cases hn : (n : ℕ) + 1 < N
      · rw [hX ⟨N, h⟩ _ (Or.inr hn), mul_zero]
      · rw [pow_apply_eq_zero hX _ ⟨N, h⟩ k (by change (m : ℕ) + k < N; omega), zero_mul]
    · intro j _
      by_cases hj : (n : ℕ) + 1 < j
      · rw [hX _ _ (Or.inr hj), mul_zero]
      · rw [ih j (by omega), sub_self, zero_mul]

/-- For a symmetric tridiagonal matrix the first truncation error, at `m + n + k = 2N`, is
the product of the couplings from `m` up to `N` times that of the couplings from `n` up to `N`. -/
theorem leading_error {X : Matrix (Fin M) (Fin M) ℝ} (hS : X.IsSymm) (hX : IsTridiagonal X)
    (h : N < M) (m n : Fin N) (k : ℕ) (hk : (m : ℕ) + n + k = 2 * N) :
    (X ^ k) (Fin.castLE h.le m) (Fin.castLE h.le n) - (truncate X h ^ k) m n =
      (∏ i ∈ Finset.Ico (m : ℕ) N, coupling X i) *
        ∏ i ∈ Finset.Ico (n : ℕ) N, coupling X i := by
  induction k generalizing n with
  | zero =>
    have := m.isLt
    have := n.isLt
    omega
  | succ k ih =>
    rw [error_recursion hX h, Finset.prod_eq_prod_Ico_succ_bot n.isLt]
    by_cases hn : (n : ℕ) + 1 < N
    · -- below the edge, the error comes down from n + 1
      have hc : X (Fin.castLE h.le ⟨(n : ℕ) + 1, hn⟩) (Fin.castLE h.le n) = coupling X n :=
        (hS.apply _ _).trans (apply_eq_coupling X rfl)
      rw [hX ⟨N, h⟩ _ (Or.inr hn), mul_zero, add_zero,
        Finset.sum_eq_single (⟨(n : ℕ) + 1, hn⟩ : Fin N)]
      · rw [ih ⟨(n : ℕ) + 1, hn⟩ (by change (m : ℕ) + (n + 1) + k = 2 * N; omega), hc]
        ring
      · intro j _ hj
        have hne : (j : ℕ) ≠ (n : ℕ) + 1 := fun e => hj (Fin.ext e)
        by_cases hj' : (n : ℕ) + 1 < j
        · rw [hX _ _ (Or.inr hj'), mul_zero]
        · rw [truncation_exact hX h m j k (by omega), sub_self, zero_mul]
      · intro h'
        exact absurd (Finset.mem_univ _) h'
    · -- at the edge, only the source term survives
      have hN : (n : ℕ) + 1 = N := by
        have := n.isLt
        omega
      have hc : X ⟨N, h⟩ (Fin.castLE h.le n) = coupling X n :=
        (hS.apply _ _).trans (apply_eq_coupling X hN)
      have hp : (X ^ k) (Fin.castLE h.le m) ⟨N, h⟩ =
          ∏ i ∈ Finset.Ico (m : ℕ) N, coupling X i :=
        pow_apply_eq_prod hX _ _ k (by change (m : ℕ) + k = N; omega)
      rw [Finset.sum_eq_zero, zero_add, hp, hc, hN, Finset.Ico_self, Finset.prod_empty, mul_one]
      intro j _
      have := j.isLt
      rw [truncation_exact hX h m j k (by omega), sub_self, zero_mul]

/-- For a symmetric tridiagonal matrix, squaring in the truncated basis is wrong only in the
last diagonal element, where `X_(N-1,N)^2` is missing. -/
theorem square_error {X : Matrix (Fin M) (Fin M) ℝ} (hS : X.IsSymm) (hX : IsTridiagonal X)
    (h : N < M) (m n : Fin N) :
    (X ^ 2) (Fin.castLE h.le m) (Fin.castLE h.le n) - (truncate X h ^ 2) m n =
      if (m : ℕ) + 1 = N ∧ (n : ℕ) + 1 = N then X (Fin.castLE h.le m) ⟨N, h⟩ ^ 2 else 0 := by
  split_ifs with hm
  · have hc : X (Fin.castLE h.le m) ⟨N, h⟩ = coupling X m := apply_eq_coupling X hm.1
    have e : n = m := Fin.ext (by omega)
    rw [leading_error hS hX h m n 2 (by omega), e,
      Finset.prod_eq_prod_Ico_succ_bot m.isLt, hm.1, Finset.Ico_self, Finset.prod_empty, hc]
    ring
  · have := m.isLt
    have := n.isLt
    rw [sub_eq_zero]
    exact truncation_exact hX h m n 2 (by omega)

/-- The bound is sharp: for a symmetric tridiagonal matrix with nonzero couplings up to `N`,
the elements differ whenever `m + n + k = 2N`. -/
theorem truncation_sharp {X : Matrix (Fin M) (Fin M) ℝ} (hS : X.IsSymm)
    (hX : IsTridiagonal X) (h : N < M) (hc : ∀ i < N, coupling X i ≠ 0)
    (m n : Fin N) (k : ℕ) (hk : (m : ℕ) + n + k = 2 * N) :
    (X ^ k) (Fin.castLE h.le m) (Fin.castLE h.le n) ≠ (truncate X h ^ k) m n := by
  rw [← sub_ne_zero, leading_error hS hX h m n k hk]
  exact mul_ne_zero
    (Finset.prod_ne_zero_iff.mpr fun i hi => hc i (Finset.mem_Ico.mp hi).2)
    (Finset.prod_ne_zero_iff.mpr fun i hi => hc i (Finset.mem_Ico.mp hi).2)

/-- For a tridiagonal `X` and a polynomial potential `V`, the elements `m, n` of `V(X)` and
of `V(X_N)` agree whenever `m + n + deg V < 2N`. -/
theorem potential_exact {X : Matrix (Fin M) (Fin M) ℝ} (hX : IsTridiagonal X) (h : N < M)
    (V : Polynomial ℝ) (m n : Fin N) (hV : (m : ℕ) + n + V.natDegree < 2 * N) :
    (Polynomial.aeval X V) (Fin.castLE h.le m) (Fin.castLE h.le n) =
      (Polynomial.aeval (truncate X h) V) m n := by
  rw [Polynomial.aeval_eq_sum_range, Polynomial.aeval_eq_sum_range,
    Matrix.sum_apply, Matrix.sum_apply]
  refine Finset.sum_congr rfl fun k hk => ?_
  have hk' := Finset.mem_range.mp hk
  rw [Matrix.smul_apply, Matrix.smul_apply, truncation_exact hX h m n k (by omega)]

end DVRTruncation
```

```lean
#print axioms DVRTruncation.truncation_exact
-- 'DVRTruncation.truncation_exact' depends on axioms: [propext, Classical.choice, Quot.sound]
#print axioms DVRTruncation.square_error
-- 'DVRTruncation.square_error' depends on axioms: [propext, Classical.choice, Quot.sound]
#print axioms DVRTruncation.truncation_sharp
-- 'DVRTruncation.truncation_sharp' depends on axioms: [propext, Classical.choice, Quot.sound]
#print axioms DVRTruncation.potential_exact
-- 'DVRTruncation.potential_exact' depends on axioms: [propext, Classical.choice, Quot.sound]
```

## Which matrix elements agree

Let $X$ be a real $M\times M$ matrix with indices from 0, and let $X_N$ be its leading $N\times N$ block, with $N<M$. In the file these are `X` and `truncate X h`, where `h` is the inequality $N<M$. The hypothesis `IsTridiagonal X` says that $X_{ij}=0$ when $i$ and $j$ differ by more than one. An index `m : Fin N` labels a retained basis function, and `Fin.castLE h.le m` is the same function seen as a member of the larger basis.

Write $c_i=X_{i,i+1}$ for the coupling between neighbours, `coupling X i` in the file, and

$$E^{(k)}_{mn}=(X^k)_{mn}-(X_N^k)_{mn},\qquad m,n<N,$$

for the truncation error. The main statements, all for tridiagonal $X$, are these:

- `truncation_exact`: $E^{(k)}_{mn}=0$ if $m+n+k<2N$. Symmetry is not required.
- `leading_error`: if $X$ is also symmetric and $m+n+k=2N$, then $E^{(k)}_{mn}=P_mP_n$, where $P_m=\prod_{i=m}^{N-1}c_i$.
- `square_error`: for symmetric $X$ and $k=2$, the only error is $X_{N-1,N}^2$, in the entry $(N-1,N-1)$.
- `truncation_sharp`: if $X$ is symmetric and $c_0,\dots,c_{N-1}$ are all nonzero, the elements do differ whenever $m+n+k=2N$.
- `potential_exact`: for a real polynomial $V$, the elements $(m,n)$ of $V(X)$ and $V(X_N)$ agree if $m+n+\deg V<2N$. Here `Polynomial.aeval X V` is $V(X)$, with the constant term multiplying the identity.

## Position matrices and the DVR potential

A tridiagonal $X$ is what the position operator looks like in a basis of orthonormal polynomials multiplied by the square root of their weight, because multiplication by $x$ connects each polynomial only to itself and its two neighbours. Harmonic-oscillator functions are an example: with $x$ in units of the oscillator length, $c_i=\sqrt{(i+1)/2}$ and the diagonal of $X$ vanishes. The element of $x^2$ in the last retained function is then $N-\tfrac12$, while the truncated matrix gives $(N-1)/2$. The difference is $N/2=c_{N-1}^2$, as `square_error` says.

A discrete variable representation (DVR) built by diagonalisation takes the eigenvalues of $X_N$ as grid points, evaluates the potential there and transforms back to the basis. For symmetric $X_N=U\,\mathrm{diag}(x_\alpha)\,U^{T}$ with $U$ orthogonal, this produces

$$V(X_N)=U\,\mathrm{diag}(V(x_\alpha))\,U^{T}.$$

For a polynomial potential in one coordinate with a tridiagonal position matrix, the theorem therefore confines the DVR error in the potential matrix to the corner $m+n\ge 2N-\deg V$. A quartic potential, for instance, is represented without error wherever $m+n<2N-4$.

The reference is the finite matrix $X$ and not the position operator on an infinite basis. The gap is small: a walk of $k$ steps from $m$ to $n$ climbs no higher than $(m+n+k)/2$, so a reference basis that extends past this index already gives the infinite-basis value of that element. The theorems concern matrix elements only. They give no bound on the energies of a Hamiltonian, and they do not treat potentials that are not polynomials.

## How far a power can reach

Each factor of $X$ changes the index by at most one, so

$$(X^k)_{mn}=0\quad\text{if } n>m+k .$$

This is `pow_apply_eq_zero`, proved by induction on $k$. For $k=0$ it says that the entries of the identity above the diagonal are zero. For the step, let $n>m+k+1$ and write

$$(X^{k+1})_{mn}=\sum_j (X^k)_{mj}X_{jn}.$$

If $j>m+k$, the first factor vanishes by induction. If $j\le m+k$, then $j+1<n$ and the second factor vanishes.

When $n=m+k$ exactly, every step must go up, and

$$(X^k)_{m,m+k}=c_m c_{m+1}\cdots c_{m+k-1}.$$

This is `pow_apply_eq_prod`. For $k=0$ both sides are 1. In the step to $n=m+k+1$, a smaller $j$ than $m+k$ gives $X_{jn}=0$ and a larger one gives $(X^k)_{mj}=0$, so only $j=m+k$ contributes and supplies the new factor $c_{m+k}$. `Finset.sum_eq_single` picks out this term.

## The first discarded function as the only source

Take $m,n<N$ and split the sum for $(X^{k+1})_{mn}$ at $N$. Terms with $j>N$ vanish, since $n\le N-1$ implies $n+1<j$. What remains is

$$(X^{k+1})_{mn}=\sum_{j<N}(X^k)_{mj}X_{jn}+(X^k)_{mN}X_{Nn}.$$

The truncated power obeys the same formula without the last term. Subtraction gives `error_recursion`:

$$E^{(k+1)}_{mn}=\sum_{j<N}E^{(k)}_{mj}X_{jn}+(X^k)_{mN}X_{Nn}.$$

The old error is carried along inside the truncated basis, and new error enters only through function $N$. The splitting itself is the lemma `sum_split`.

## No error below the threshold

The proof of `truncation_exact` is an induction on $k$. It keeps $n$ general (`generalizing n`), because the recursion calls on the previous error at other column indices $j$. For $k=0$ both powers are identities.

For the step, assume $m+n+k+1<2N$.

1. The source contains $X_{Nn}$, which vanishes unless $n=N-1$. If $n=N-1$, the assumption becomes $m+k<N$, and $(X^k)_{mN}=0$ because $k$ steps do not reach $N$.
2. In the sum, $X_{jn}$ vanishes unless $j\le n+1$. For those $j$ we have $m+j+k\le m+n+k+1<2N$, so $E^{(k)}_{mj}=0$ by induction.

The two `by_cases` splits in the Lean proof are these two distinctions, and `omega` settles the index inequalities.

## The product on the threshold

For `leading_error`, $k=0$ is impossible, since $m+n\le 2N-2$. For the step, let $m+n+k+1=2N$.

If $n<N-1$, the source vanishes. Terms with $j>n+1$ vanish by tridiagonality, and terms with $j\le n$ have $m+j+k<2N$ and vanish by `truncation_exact`. The term $j=n+1$ lies on the threshold for $k$, so by induction and symmetry

$$E^{(k+1)}_{mn}=P_mP_{n+1}X_{n+1,n}=P_mP_{n+1}c_n=P_mP_n .$$

If $n=N-1$, every $j<N$ satisfies $m+j+k\le 2N-1$, so the whole sum vanishes. The source survives. Now $m+k=N$, hence $(X^k)_{mN}=P_m$, and symmetry gives $X_{N,N-1}=c_{N-1}=P_{N-1}$. The error is again $P_mP_n$.

This describes the shortest walk that visits the discarded region: straight up from $m$ to $N$, then straight down to $n$. In the opening example, $N=1$, $m=n=0$ and $k=2$, and the product is $b\cdot b$.

The remaining theorems follow quickly. For $k=2$, the equation $m+n+2=2N$ holds only at $m=n=N-1$, where the error is $c_{N-1}^2$; all other entries lie below the threshold. Sharpness holds because a product of nonzero couplings is nonzero. For a polynomial $V(x)=\sum_k v_kx^k$, every power that occurs has $k\le\deg V$, so `truncation_exact` applies term by term.

## Wider bands

The same induction handles a matrix that connects indices up to $w\ge1$ apart. Each step then climbs or descends by at most $w$, and the powers agree at $(m,n)$ whenever $m+n+wk<2N$. For $w\ge2$ several discarded functions can act as sources, but below this threshold none of them contributes.
